# Good Broyden with full steps solves an invertible n × n linear system within 2n steps if its Jacobian estimates stay invertible

Near self-consistency, the residual of an electronic-structure calculation is almost linear in the density or potential being iterated. Newton's method with the exact Jacobian would remove a linear residual in one step. Broyden's method must learn the Jacobian from its own steps, and a new update may spoil what earlier ones had learned, so counting the directions already tried gives no bound. Without a bound, the fact that a run is unfinished after \(n\) steps does not say whether it will ever finish.

For \(F(x)=Ax-b\) with \(n\) real unknowns and invertible \(A\), the good Broyden method in exact arithmetic reaches \(F(x_k)=0\) for some \(k\le 2n\), provided that it takes full steps and every Jacobian estimate \(B_k\) is invertible while \(F(x_k)\ne0\). The examples of failure given for each assumption are short computations in prose; only the scalar run at the end has a Lean proof.

## A linear residual and undamped secant steps

Linearity means that the response \(A\) of the residual is the same everywhere. Replacing a real self-consistency residual by its linearisation is the step that the hypotheses leave to the user. The sign is that of \(Ax-b\), opposite to the usual residual of linear solvers.

```lean
import Mathlib

open Matrix

namespace BroydenTermination

noncomputable section

variable {n : ℕ} {A : Matrix (Fin n) (Fin n) ℝ} {b : Fin n → ℝ}
  {x s : ℕ → Fin n → ℝ} {B : ℕ → Matrix (Fin n) (Fin n) ℝ} {k : ℕ}
  {L : Submodule ℝ (Fin n → ℝ)}

/-- The residual `F(x) = A x - b` of the linear system. -/
def residual (A : Matrix (Fin n) (Fin n) ℝ) (b x : Fin n → ℝ) : Fin n → ℝ :=
  A *ᵥ x - b
```

Write \(F_k=F(x_k)\). While \(F_k\neq0\), the method solves \(B_ks_k=-F_k\), sets \(x_{k+1}=x_k+s_k\), and with \(y_k=F_{k+1}-F_k\) updates

\[
B_{k+1}=B_k+\frac{(y_k-B_ks_k)\,s_k^{T}}{s_k\cdot s_k}.
\]

Here \(B_k\) estimates the Jacobian itself, whereas many codes store an estimate of its inverse.

```lean
/-- Broyden's good update of the Jacobian estimate `B` for a step `s ≠ 0` along which the
residual changes by `y`. -/
def broydenUpdate (B : Matrix (Fin n) (Fin n) ℝ) (s y : Fin n → ℝ) :
    Matrix (Fin n) (Fin n) ℝ :=
  B + vecMulVec ((s ⬝ᵥ s)⁻¹ • (y - B *ᵥ s)) s

/-- A run of good Broyden with full steps: as long as the residual is nonzero, solve
`B_k s_k = -F(x_k)`, move by `s_k`, and update `B_k`. -/
structure GoodBroyden (A : Matrix (Fin n) (Fin n) ℝ) (b : Fin n → ℝ)
    (x s : ℕ → Fin n → ℝ) (B : ℕ → Matrix (Fin n) (Fin n) ℝ) : Prop where
  step : ∀ k, residual A b (x k) ≠ 0 → B k *ᵥ s k = -residual A b (x k)
  move : ∀ k, residual A b (x k) ≠ 0 → x (k + 1) = x k + s k
  update : ∀ k, residual A b (x k) ≠ 0 → B (k + 1) =
    broydenUpdate (B k) (s k) (residual A b (x (k + 1)) - residual A b (x k))
```

`GoodBroyden` is a condition on three given sequences, and its fields `step`, `move` and `update` demand nothing once the residual is zero. Since \(B_ks_k=-F_k\ne0\), the step is nonzero and the division is legitimate.

The full step gives \(y_k-B_ks_k=F_{k+1}\), on which the termination proof relies. With damping, termination can fail: take \(B_0=A\), move by \(s_k/2\), and put this actual displacement in place of \(s_k\) in the update. The estimate stays at \(A\), and a nonzero residual is halved for ever. Linearity matters too: for \(F(x)=x^2-2\), a rational start and a rational \(B_0\) keep all iterates rational, so none is a root.

## An invertible response A

Physically, no nonzero displacement leaves the linear residual unchanged, so there is exactly one solution. By hand, this permits the variables

\[
e_k=x_k-A^{-1}b,\qquad G_k=A^{-1}B_k,
\]

in which \(A^{-1}F_k=e_k\). In Lean they are `solError` and `relJac`, and invertibility is `IsUnit A.det`. Call a subspace \(L\) confining at \(k\) if \(e_k\in L\) and \(G_kL\subseteq L\); this is `Confines`, a name coined here.

```lean
/-- The distance vector `x - A⁻¹ b` from the solution, for invertible `A`. -/
def solError (A : Matrix (Fin n) (Fin n) ℝ) (b x : Fin n → ℝ) : Fin n → ℝ :=
  x - A⁻¹ *ᵥ b

/-- The Jacobian estimate measured against the true Jacobian, `A⁻¹ B`, for invertible `A`. -/
def relJac (A B : Matrix (Fin n) (Fin n) ℝ) : (Fin n → ℝ) →ₗ[ℝ] (Fin n → ℝ) :=
  A⁻¹.mulVecLin ∘ₗ B.mulVecLin

/-- For invertible `A`, the subspace `L` confines the iteration at `(x, B)`: it contains the
error of `x`, and `A⁻¹ B` maps it into itself. -/
def Confines (A : Matrix (Fin n) (Fin n) ℝ) (b x : Fin n → ℝ)
    (B : Matrix (Fin n) (Fin n) ℝ) (L : Submodule ℝ (Fin n → ℝ)) : Prop :=
  solError A b x ∈ L ∧ ∀ v ∈ L, relJac A B v ∈ L

private theorem cancel {M : Matrix (Fin n) (Fin n) ℝ} (hM : IsUnit M.det)
    {v w : Fin n → ℝ} (h : M *ᵥ v = M *ᵥ w) : v = w := by
  have h' := congrArg (fun u => M⁻¹ *ᵥ u) h
  simpa [Matrix.mulVec_mulVec, Matrix.nonsing_inv_mul M hM] using h'

private theorem inv_residual (hA : IsUnit A.det) (z : Fin n → ℝ) :
    A⁻¹ *ᵥ residual A b z = solError A b z := by
  rw [residual, solError, Matrix.mulVec_sub, Matrix.mulVec_mulVec,
    Matrix.nonsing_inv_mul A hA, Matrix.one_mulVec]
```

While \(F_k\ne0\), multiplying the Broyden equations by \(A^{-1}\) gives

\[
G_ks_k=-e_k,\qquad e_{k+1}=e_k+s_k=(1-G_k)s_k,
\]
\[
G_{k+1}v=G_kv+\frac{s_k\cdot v}{s_k\cdot s_k}\,e_{k+1}.
\]

Setting \(v=s_k\) yields the secant condition \(G_{k+1}s_k=-e_k+e_{k+1}=s_k\).

```lean
/-- The good Broyden update changes the action of `B` on `v` only along `y - B s`, in
proportion to the overlap of `v` with the nonzero step `s`. -/
theorem broydenUpdate_mulVec (B : Matrix (Fin n) (Fin n) ℝ) (s y v : Fin n → ℝ) :
    broydenUpdate B s y *ᵥ v = B *ᵥ v + ((s ⬝ᵥ v) / (s ⬝ᵥ s)) • (y - B *ᵥ s) := by
  have h (u : Fin n → ℝ) : vecMulVec u s *ᵥ v = (s ⬝ᵥ v) • u := by
    ext i
    simp only [Matrix.mulVec, dotProduct, vecMulVec_apply, Pi.smul_apply, smul_eq_mul,
      Finset.sum_mul]
    exact Finset.sum_congr rfl fun j _ => by ring
  rw [broydenUpdate, Matrix.add_mulVec, h, smul_smul, div_eq_mul_inv]

/-- For invertible `A` and nonzero residual, one Broyden step changes `A⁻¹ B` by a rank-one or zero
term directed along the new error. -/
theorem relJac_succ (hA : IsUnit A.det) (h : GoodBroyden A b x s B)
    (hk : residual A b (x k) ≠ 0) (v : Fin n → ℝ) :
    relJac A (B (k + 1)) v = relJac A (B k) v +
      ((s k ⬝ᵥ v) / (s k ⬝ᵥ s k)) • solError A b (x (k + 1)) := by
  have hy : residual A b (x (k + 1)) - residual A b (x k) - B k *ᵥ s k
      = residual A b (x (k + 1)) := by
    rw [h.step k hk]; abel
  change A⁻¹ *ᵥ (B (k + 1) *ᵥ v) = A⁻¹ *ᵥ (B k *ᵥ v) + _
  rw [h.update k hk, broydenUpdate_mulVec, hy, Matrix.mulVec_add, Matrix.mulVec_smul,
    inv_residual hA]

private theorem relJac_step (hA : IsUnit A.det) (h : GoodBroyden A b x s B)
    (hk : residual A b (x k) ≠ 0) : relJac A (B k) (s k) = -solError A b (x k) := by
  change A⁻¹ *ᵥ (B k *ᵥ s k) = _
  rw [h.step k hk, Matrix.mulVec_neg, inv_residual hA]

private theorem error_succ (h : GoodBroyden A b x s B) (hk : residual A b (x k) ≠ 0) :
    solError A b (x (k + 1)) = solError A b (x k) + s k := by
  rw [solError, solError, h.move k hk]; abel
```

The first two lemmas compute the action of the update, and the other two are the relations for \(s_k\) and \(e_{k+1}\). If \(A\) is singular and \(b\) lies outside its range, no \(x\) has zero residual and no run can reach one. That objection calls only for a solvable system; the proof uses the stronger assumption to form \(A^{-1}\).

## Jacobian estimates that stay invertible

This assumption says that the model response \(B_k\) determines a unique step until convergence. It does not follow from invertible \(A\) and \(B_0\). For \(n=2\), let \(A\) be a rotation by 90° and \(B_0=1\), with \(F_0\neq0\). Then \(s_0^TB_1=0\) but \(s_0\cdot F_1=-s_0\cdot s_0\neq0\), so \(B_1s_1=-F_1\) has no solution and the method breaks down. The example shows that solvability of the later step equations has to be assumed.

By hand, invertibility enters as follows. If \(L\) confines at \(k\), then \(G_k\) is injective on the finite-dimensional space \(L\), hence maps it onto itself. Some \(w\in L\) has \(G_kw=-e_k=G_ks_k\), and injectivity gives \(w=s_k\). So \(s_k\in L\), which is `step_mem`.

```lean
/-- If `A` and `B_k` are invertible and the residual is nonzero, the step `s_k` lies in every
subspace that confines the iteration at `k`. -/
theorem step_mem (hA : IsUnit A.det) (h : GoodBroyden A b x s B)
    (hk : residual A b (x k) ≠ 0) (hB : IsUnit (B k).det)
    (hL : Confines A b (x k) (B k) L) : s k ∈ L := by
  have inj {v w : Fin n → ℝ} (e : relJac A (B k) v = relJac A (B k) w) : v = w :=
    cancel hB (cancel (Matrix.isUnit_nonsing_inv_det A hA) e)
  have hinj : Function.Injective ((relJac A (B k)).restrict hL.2) :=
    fun u v huv => Subtype.ext (inj (congrArg Subtype.val huv))
  -- an injective linear map of a finite-dimensional space into itself is onto
  obtain ⟨w, hw⟩ := LinearMap.injective_iff_surjective.mp hinj
    ⟨-solError A b (x k), L.neg_mem hL.1⟩
  have hw' : relJac A (B k) w = -solError A b (x k) := congrArg Subtype.val hw
  have hws : (w : Fin n → ℝ) = s k := inj (hw'.trans (relJac_step hA h hk).symm)
  exact hws ▸ w.2
```

Consequently \((1-G_k)L\) confines at \(k+1\). It contains \(e_{k+1}=(1-G_k)s_k\), and for \(u\in L\) the vector \(G_{k+1}(1-G_k)u\) is \((1-G_k)G_ku\) plus a multiple of \(e_{k+1}\).

```lean
/-- If `A` and `B_k` are invertible, the residual is nonzero and `L` confines the iteration at
`k`, then the image of `L` under `1 - A⁻¹ B_k` confines it at `k + 1`. -/
theorem confines_image (hA : IsUnit A.det) (h : GoodBroyden A b x s B)
    (hk : residual A b (x k) ≠ 0) (hB : IsUnit (B k).det)
    (hL : Confines A b (x k) (B k) L) :
    Confines A b (x (k + 1)) (B (k + 1)) (L.map (LinearMap.id - relJac A (B k))) := by
  have he : solError A b (x (k + 1)) ∈ L.map (LinearMap.id - relJac A (B k)) := by
    refine ⟨s k, step_mem hA h hk hB hL, ?_⟩
    change s k - relJac A (B k) (s k) = _
    rw [relJac_step hA h hk, error_succ h hk]; abel
  refine ⟨he, ?_⟩
  rintro _ ⟨u, hu, rfl⟩
  rw [relJac_succ hA h hk]
  refine Submodule.add_mem _ ⟨relJac A (B k) u, hL.2 u hu, ?_⟩ (Submodule.smul_mem _ _ he)
  change _ = relJac A (B k) (u - relJac A (B k) u)
  rw [map_sub]; rfl
```

The space \(L\) itself also confines at \(k+1\), because \(e_{k+1}=e_k+s_k\in L\) and \(G_{k+1}\) adds only multiples of \(e_{k+1}\). If \(F_{k+1}\ne0\), the previous result applied at \(k+1\) shows that \(L'=(1-G_{k+1})L\subseteq L\) confines at \(k+2\). The secant condition says that \(1-G_{k+1}\) annihilates the nonzero vector \(s_k\in L\), so \(\dim L'<\dim L\). In Lean, `hfix` is the secant condition; equality of \(L'\) and \(L\) would make the restricted map onto, hence injective, which contradicts \(s_k\neq0\).

```lean
/-- With `A`, `B_k`, `B_{k+1}` invertible and two successive nonzero residuals, two Broyden
steps replace a confining subspace by one of smaller dimension. -/
theorem two_step_deflation (hA : IsUnit A.det) (h : GoodBroyden A b x s B)
    (hk : residual A b (x k) ≠ 0) (hk' : residual A b (x (k + 1)) ≠ 0)
    (hB : IsUnit (B k).det) (hB' : IsUnit (B (k + 1)).det)
    (hL : Confines A b (x k) (B k) L) :
    ∃ L' : Submodule ℝ (Fin n → ℝ), Module.finrank ℝ L' < Module.finrank ℝ L ∧
      Confines A b (x (k + 2)) (B (k + 2)) L' := by
  have hs := step_mem hA h hk hB hL
  have hs0 : s k ≠ 0 := by
    intro h0
    have h1 := h.step k hk
    rw [h0, Matrix.mulVec_zero] at h1
    exact hk (neg_eq_zero.mp h1.symm)
  have he : solError A b (x (k + 1)) ∈ L := by
    rw [error_succ h hk]; exact L.add_mem hL.1 hs
  have hL1 : Confines A b (x (k + 1)) (B (k + 1)) L := by
    refine ⟨he, fun v hv => ?_⟩
    rw [relJac_succ hA h hk]
    exact L.add_mem (hL.2 v hv) (L.smul_mem _ he)
  -- secant condition: the last step is a fixed vector of the new `A⁻¹ B`
  have hfix : relJac A (B (k + 1)) (s k) = s k := by
    have hd : s k ⬝ᵥ s k ≠ 0 := fun h0 => hs0 (dotProduct_self_eq_zero.mp h0)
    rw [relJac_succ hA h hk, relJac_step hA h hk, div_self hd, one_smul, error_succ h hk]
    abel
  obtain ⟨T, hT⟩ : ∃ T : (Fin n → ℝ) →ₗ[ℝ] (Fin n → ℝ),
      T = LinearMap.id - relJac A (B (k + 1)) := ⟨_, rfl⟩
  have hR : ∀ v ∈ L, T v ∈ L := by
    intro v hv
    rw [hT]
    exact L.sub_mem hv (hL1.2 v hv)
  have hc := confines_image hA h hk' hB' hL1
  rw [← hT] at hc
  refine ⟨L.map T, Submodule.finrank_lt_finrank_of_lt (lt_of_le_not_ge ?_ ?_), hc⟩
  · rintro _ ⟨v, hv, rfl⟩
    exact hR v hv
  · intro hle
    have hsurj : Function.Surjective (T.restrict hR) := by
      rintro ⟨u, hu⟩
      obtain ⟨v, hv, e⟩ := hle hu
      exact ⟨⟨v, hv⟩, Subtype.ext e⟩
    have hz : T.restrict hR ⟨s k, hs⟩ = 0 := by
      apply Subtype.ext
      change T (s k) = 0
      rw [hT]
      change s k - relJac A (B (k + 1)) (s k) = 0
      rw [hfix, sub_self]
    have h0 := LinearMap.injective_iff_surjective.mpr hsurj (hz.trans (map_zero _).symm)
    exact hs0 (congrArg Subtype.val h0)
```

Strong induction on the dimension finishes the count. If \(L\) has dimension \(d\) and confines at step \(m\), the residual vanishes by step \(m+2d\): either it is zero at \(m\) or \(m+1\), or two steps lower the dimension. When \(d=0\), \(e_m=0\) and hence \(F_m=0\).

```lean
/-- For invertible `A`, and `B_k` invertible while the residual is nonzero, a subspace of
dimension `d` confining the iteration at step `m` forces a zero residual by step `m + 2 d`. -/
theorem terminates_of_confines (hA : IsUnit A.det) (h : GoodBroyden A b x s B)
    (hB : ∀ k, residual A b (x k) ≠ 0 → IsUnit (B k).det) (m : ℕ)
    (hL : Confines A b (x m) (B m) L) :
    ∃ k ≤ m + 2 * Module.finrank ℝ L, residual A b (x k) = 0 := by
  induction hd : Module.finrank ℝ L using Nat.strong_induction_on generalizing m L with
  | _ d ih =>
    by_cases h0 : residual A b (x m) = 0
    · exact ⟨m, by omega, h0⟩
    have hpos : 0 < d := by
      by_contra hn
      have hbot : L = ⊥ := Submodule.finrank_eq_zero.mp (by omega)
      have he : solError A b (x m) = 0 := by simpa [hbot] using hL.1
      apply h0
      apply cancel (Matrix.isUnit_nonsing_inv_det A hA)
      rw [inv_residual hA, he, Matrix.mulVec_zero]
    by_cases h1 : residual A b (x (m + 1)) = 0
    · exact ⟨m + 1, by omega, h1⟩
    obtain ⟨L', hlt, hL'⟩ := two_step_deflation hA h h0 h1 (hB m h0) (hB _ h1) hL
    obtain ⟨k, hk, hr⟩ := ih _ (hd ▸ hlt) (m + 2) hL' rfl
    exact ⟨k, by omega, hr⟩
```

The whole space confines at step 0, which gives \(2n\). The theorem concerns termination on linear systems and gives no convergence rate for nonlinear ones.

```lean
/-- Gay's theorem: for an invertible `n` by `n` system, good Broyden with full steps, with
`B_k` invertible while the residual is nonzero, reaches the solution within `2 n` steps. -/
theorem gay_termination (hA : IsUnit A.det) (h : GoodBroyden A b x s B)
    (hB : ∀ k, residual A b (x k) ≠ 0 → IsUnit (B k).det) :
    ∃ k ≤ 2 * n, residual A b (x k) = 0 := by
  have hL : Confines A b (x 0) (B 0) ⊤ := ⟨Submodule.mem_top, fun _ _ => Submodule.mem_top⟩
  simpa using terminates_of_confines hA h hB 0 hL
```

## A low-rank error in the initial Jacobian

No further assumption is needed to exploit a good starting model. Let \(r\) be the rank of \(A-B_0\), the number of independent directions in which the initial response is wrong. If \(F_0\neq0\), the space

\[
(1-G_0)\mathbb R^n=A^{-1}(A-B_0)\mathbb R^n
\]

confines at step 1 and has dimension \(r\), so the residual vanishes within \(2r+1\) steps. The Lean proof needs only the upper bound on the dimension. For self-consistent-field mixing, in the linearised and undamped model with invertible \(A\) and invertible estimates, an initial Jacobian wrong in few directions thus gives a bound independent of the basis size.

```lean
/-- For invertible `A`, and `B_k` invertible while the residual is nonzero, an initial Jacobian
error `A - B_0` of rank `r` gives a zero residual within `2 r + 1` steps. -/
theorem termination_of_rank (hA : IsUnit A.det) (h : GoodBroyden A b x s B)
    (hB : ∀ k, residual A b (x k) ≠ 0 → IsUnit (B k).det) :
    ∃ k ≤ 2 * (A - B 0).rank + 1, residual A b (x k) = 0 := by
  by_cases h0 : residual A b (x 0) = 0
  · exact ⟨0, by omega, h0⟩
  have hL : Confines A b (x 0) (B 0) ⊤ := ⟨Submodule.mem_top, fun _ _ => Submodule.mem_top⟩
  obtain ⟨k, hk, hr⟩ :=
    terminates_of_confines hA h hB (0 + 1) (confines_image hA h h0 (hB 0 h0) hL)
  -- the confining space after one step is the image of the range of `A - B_0` under `A⁻¹`
  have hle : (⊤ : Submodule ℝ (Fin n → ℝ)).map (LinearMap.id - relJac A (B 0)) ≤
      (LinearMap.range (A - B 0).mulVecLin).map A⁻¹.mulVecLin := by
    rintro _ ⟨v, -, rfl⟩
    refine ⟨(A - B 0) *ᵥ v, ⟨v, rfl⟩, ?_⟩
    change A⁻¹ *ᵥ ((A - B 0) *ᵥ v) = v - A⁻¹ *ᵥ (B 0 *ᵥ v)
    rw [Matrix.sub_mulVec, Matrix.mulVec_sub, Matrix.mulVec_mulVec v A⁻¹ A,
      Matrix.nonsing_inv_mul A hA, Matrix.one_mulVec]
  have h1 := Submodule.finrank_mono hle
  have h2 : Module.finrank ℝ ((LinearMap.range (A - B 0).mulVecLin).map A⁻¹.mulVecLin) ≤
      (A - B 0).rank := Submodule.finrank_map_le _ _
  exact ⟨k, by omega, hr⟩
```

## One unknown can need two steps

For \(2x=2\), start from \(x_0=0\) and \(B_0=1\). The first step is \(s_0=2\), so \(x_1=2\) overshoots. The update gives \(B_1=2\), the true slope, and \(s_1=-1\) lands on \(x_2=1\). The residuals at steps 0 and 1 are nonzero, so \(2n\) cannot be lowered for \(n=1\).

```lean
/-- Iterates `0, 2, 1, 1, …` for the scalar equation `2 x = 2`. -/
def scalarX : ℕ → Fin 1 → ℝ
  | 0 => ![0]
  | 1 => ![2]
  | _ + 2 => ![1]

/-- Steps `2, -1, -1, …` for the scalar equation `2 x = 2`. -/
def scalarS : ℕ → Fin 1 → ℝ
  | 0 => ![2]
  | _ + 1 => ![-1]

/-- Jacobian estimates `1, 2, 2, …` for the scalar equation `2 x = 2`. -/
def scalarB : ℕ → Matrix (Fin 1) (Fin 1) ℝ
  | 0 => !![1]
  | _ + 1 => !![2]

/-- The scalar sequences form a good Broyden run for `2 x = 2` with invertible estimates, and
the residual is nonzero at steps `0` and `1`. -/
theorem gay_termination_witness :
    GoodBroyden !![2] ![2] scalarX scalarS scalarB ∧ (∀ k, IsUnit (scalarB k).det) ∧
      residual !![2] ![2] (scalarX 0) ≠ 0 ∧ residual !![2] ![2] (scalarX 1) ≠ 0 := by
  have hz : residual !![2] ![2] ![1] = 0 := by
    ext i; fin_cases i; norm_num [residual, Matrix.mulVec, dotProduct]
  refine ⟨⟨?_, ?_, ?_⟩, ?_, ?_, ?_⟩
  · rintro (_ | _ | k) hk
    · ext i; fin_cases i
      norm_num [residual, scalarX, scalarS, scalarB, Matrix.mulVec, dotProduct]
    · ext i; fin_cases i
      norm_num [residual, scalarX, scalarS, scalarB, Matrix.mulVec, dotProduct,
        Matrix.vecHead]
    · exact absurd hz hk
  · rintro (_ | _ | k) hk
    · ext i; fin_cases i; norm_num [scalarX, scalarS]
    · ext i; fin_cases i; norm_num [scalarX, scalarS]
    · exact absurd hz hk
  · rintro (_ | _ | k) hk
    · ext i j; fin_cases i; fin_cases j
      norm_num [residual, broydenUpdate, scalarX, scalarS, scalarB, Matrix.mulVec,
        dotProduct, vecMulVec_apply, Matrix.vecHead]
    · ext i j; fin_cases i; fin_cases j
      norm_num [residual, broydenUpdate, scalarX, scalarS, scalarB, Matrix.mulVec,
        dotProduct, vecMulVec_apply, Matrix.vecHead]
    · exact absurd hz hk
  · rintro (_ | k) <;> simp [scalarB]
  · intro h0
    have h1 := congrFun h0 0
    norm_num [residual, scalarX, Matrix.mulVec, dotProduct] at h1
  · intro h0
    have h1 := congrFun h0 0
    norm_num [residual, scalarX, Matrix.mulVec, dotProduct] at h1

end

end BroydenTermination
```

```lean
#print axioms BroydenTermination.gay_termination
-- 'BroydenTermination.gay_termination' depends on axioms: [propext, Classical.choice, Quot.sound]
#print axioms BroydenTermination.termination_of_rank
-- 'BroydenTermination.termination_of_rank' depends on axioms: [propext, Classical.choice, Quot.sound]
```
